# A nonsingular 2×2 supercell matrix M has a commensurate wavevector of order |det M| exactly when its entries have gcd 1

To decide whether a two-dimensional supercell is the smallest one that can hold a modulation of some single wavevector $q$, the size that $q$ requires is taken to be its order: the least positive integer $N$ for which $Nq$ is a reciprocal lattice vector. A supercell with integer matrix $M$ contains $|\det M|$ primitive cells, so the question is whether some wavevector that fits into it has order $|\det M|$.

In Lean 4 with Mathlib:

```lean
import Mathlib

open Matrix

namespace SingleWavevectorSupercell

/-- A wavevector, in coordinates of the primitive reciprocal basis, is a reciprocal lattice
vector if both coordinates are integers. -/
def IsReciprocalVector (q : Fin 2 → ℚ) : Prop := ∃ z : Fin 2 → ℤ, ∀ i, q i = z i

/-- The wavevector `q` is commensurate with the supercell whose edges are the columns of `M`:
`Mᵀ q` is integral. -/
def Commensurate (M : Matrix (Fin 2) (Fin 2) ℤ) (q : Fin 2 → ℚ) : Prop :=
  IsReciprocalVector ((M.map (Int.cast : ℤ → ℚ))ᵀ *ᵥ q)

/-- `N` is the least positive integer for which `N q` is a reciprocal lattice vector. -/
def HasOrder (q : Fin 2 → ℚ) (N : ℕ) : Prop :=
  IsLeast {n : ℕ | 0 < n ∧ IsReciprocalVector ((n : ℚ) • q)} N

/-- The greatest common divisor of the four entries of the supercell matrix. -/
def entryGcd (M : Matrix (Fin 2) (Fin 2) ℤ) : ℕ :=
  Finset.univ.gcd fun ij : Fin 2 × Fin 2 => (M ij.1 ij.2).natAbs

/-- A wavevector is a reciprocal lattice vector exactly when its two components are integers. -/
theorem isReciprocalVector_iff (q : Fin 2 → ℚ) :
    IsReciprocalVector q ↔ ∃ a b : ℤ, q 0 = a ∧ q 1 = b :=
  ⟨fun ⟨z, h⟩ => ⟨z 0, z 1, h 0, h 1⟩,
    fun ⟨a, b, h0, h1⟩ => ⟨![a, b], Fin.forall_fin_two.mpr ⟨h0, h1⟩⟩⟩

/-- For a supercell of nonzero determinant, the commensurate wavevectors are the integer
combinations of the supercell's reciprocal basis vectors, given here by Cramer's rule. -/
theorem commensurate_iff {M : Matrix (Fin 2) (Fin 2) ℤ} (hM : M.det ≠ 0) (q : Fin 2 → ℚ) :
    Commensurate M q ↔ ∃ k l : ℤ,
      (M.det : ℚ) * q 0 = ((M 1 1 * k - M 1 0 * l : ℤ) : ℚ) ∧
      (M.det : ℚ) * q 1 = ((M 0 0 * l - M 0 1 * k : ℤ) : ℚ) := by
  have hD : (M.det : ℚ) ≠ 0 := Int.cast_ne_zero.mpr hM
  have hdet : (M.det : ℚ) = M 0 0 * M 1 1 - M 0 1 * M 1 0 := by
    rw [Matrix.det_fin_two]; push_cast; ring
  constructor
  · rintro ⟨z, hz⟩
    have h0 : (M 0 0 : ℚ) * q 0 + M 1 0 * q 1 = z 0 := by
      simpa [Matrix.mulVec, dotProduct, Fin.sum_univ_two] using hz 0
    have h1 : (M 0 1 : ℚ) * q 0 + M 1 1 * q 1 = z 1 := by
      simpa [Matrix.mulVec, dotProduct, Fin.sum_univ_two] using hz 1
    refine ⟨z 0, z 1, ?_, ?_⟩
    · rw [hdet]; push_cast
      linear_combination (M 1 1 : ℚ) * h0 - (M 1 0 : ℚ) * h1
    · rw [hdet]; push_cast
      linear_combination (M 0 0 : ℚ) * h1 - (M 0 1 : ℚ) * h0
  · rintro ⟨k, l, h0, h1⟩
    simp only [Int.cast_sub, Int.cast_mul] at h0 h1
    have e0 : (M 0 0 : ℚ) * q 0 + M 1 0 * q 1 = k := by
      apply mul_left_cancel₀ hD
      linear_combination (M 0 0 : ℚ) * h0 + (M 1 0 : ℚ) * h1 - (k : ℚ) * hdet
    have e1 : (M 0 1 : ℚ) * q 0 + M 1 1 * q 1 = l := by
      apply mul_left_cancel₀ hD
      linear_combination (M 0 1 : ℚ) * h0 + (M 1 1 : ℚ) * h1 - (l : ℚ) * hdet
    refine (isReciprocalVector_iff _).mpr ⟨k, l, ?_, ?_⟩
    · simpa [Matrix.mulVec, dotProduct, Fin.sum_univ_two] using e0
    · simpa [Matrix.mulVec, dotProduct, Fin.sum_univ_two] using e1

/-- For `q = (x, y)/δ` with `δ` nonzero, the multiple `n q` is a reciprocal lattice vector
exactly when `δ` divides `n x` and `n y`. -/
theorem multiple_iff {q : Fin 2 → ℚ} {δ x y : ℤ} (hδ : δ ≠ 0)
    (hx : (δ : ℚ) * q 0 = x) (hy : (δ : ℚ) * q 1 = y) (n : ℕ) :
    IsReciprocalVector ((n : ℚ) • q) ↔ δ ∣ n * x ∧ δ ∣ n * y := by
  have hQ : (δ : ℚ) ≠ 0 := Int.cast_ne_zero.mpr hδ
  simp only [isReciprocalVector_iff, Pi.smul_apply, smul_eq_mul]
  constructor
  · rintro ⟨a, b, h0, h1⟩
    have ha : (n : ℚ) * x = δ * a := by linear_combination (δ : ℚ) * h0 - (n : ℚ) * hx
    have hb : (n : ℚ) * y = δ * b := by linear_combination (δ : ℚ) * h1 - (n : ℚ) * hy
    exact ⟨⟨a, by exact_mod_cast ha⟩, ⟨b, by exact_mod_cast hb⟩⟩
  · rintro ⟨⟨a, ha⟩, ⟨b, hb⟩⟩
    have ha' : (n : ℚ) * x = δ * a := by exact_mod_cast ha
    have hb' : (n : ℚ) * y = δ * b := by exact_mod_cast hb
    exact ⟨a, b, mul_left_cancel₀ hQ (by linear_combination (n : ℚ) * hx + ha'),
      mul_left_cancel₀ hQ (by linear_combination (n : ℚ) * hy + hb')⟩

/-- If `q = (x, y)/δ`, with `δ` nonzero, has order `|δ|`, then the only natural number dividing
`x`, `y` and `δ` is 1. -/
theorem common_factor_eq_one {q : Fin 2 → ℚ} {δ x y : ℤ} (hδ : δ ≠ 0)
    (hx : (δ : ℚ) * q 0 = x) (hy : (δ : ℚ) * q 1 = y) (hq : HasOrder q δ.natAbs)
    {g : ℕ} (gx : (g : ℤ) ∣ x) (gy : (g : ℤ) ∣ y) (gδ : (g : ℤ) ∣ δ) : g = 1 := by
  obtain ⟨e, he⟩ := gδ
  have hg0 : g ≠ 0 := by rintro rfl; exact hδ (by rw [he, Nat.cast_zero, zero_mul])
  have he0 : 0 < e.natAbs :=
    Int.natAbs_pos.mpr (by rintro rfl; exact hδ (by rw [he, mul_zero]))
  -- δ divides (|δ|/g) z whenever g divides z, so the multiple |δ|/g of q is integral
  have hdiv : ∀ z : ℤ, (g : ℤ) ∣ z → δ ∣ e.natAbs * z := fun z hz => by
    rw [he, mul_comm (g : ℤ) e]
    exact mul_dvd_mul (Int.dvd_natAbs.mpr dvd_rfl) hz
  have hle : δ.natAbs ≤ e.natAbs :=
    hq.2 ⟨he0, (multiple_iff hδ hx hy _).mpr ⟨hdiv x gx, hdiv y gy⟩⟩
  rw [he, Int.natAbs_mul, Int.natAbs_natCast] at hle
  by_contra h
  have h2 : 2 ≤ g := by omega
  nlinarith

/-- If `ad - bc` is nonzero and no prime divides all of `a, b, c, d`, then for some integer `t`
the numbers `d - t c` and `t a - b` are coprime. -/
theorem exists_coprime_combination {a b c d : ℤ} (hD : a * d - b * c ≠ 0)
    (h : ∀ p : ℕ, p.Prime → ¬((p : ℤ) ∣ a ∧ (p : ℤ) ∣ b ∧ (p : ℤ) ∣ c ∧ (p : ℤ) ∣ d)) :
    ∃ t : ℤ, IsCoprime (d - t * c) (t * a - b) := by
  classical
  -- t collects the primes of the determinant that do not divide both b and d
  let S := (a * d - b * c).natAbs.primeFactors.filter
    (fun p : ℕ => ¬((p : ℤ) ∣ d ∧ (p : ℤ) ∣ b))
  obtain ⟨t, ht⟩ : ∃ t : ℤ, t = ∏ p ∈ S, (p : ℤ) := ⟨_, rfl⟩
  refine ⟨t, Int.isCoprime_iff_gcd_eq_one.mpr ?_⟩
  by_contra hne
  obtain ⟨p, pp, hp⟩ := Nat.exists_prime_and_dvd hne
  have hx := (Int.natCast_dvd_natCast.mpr hp).trans (Int.gcd_dvd_left ..)
  have hy := (Int.natCast_dvd_natCast.mpr hp).trans (Int.gcd_dvd_right ..)
  have hpZ : Prime (p : ℤ) := Nat.prime_iff_prime_int.mp pp
  by_cases hdb : (p : ℤ) ∣ d ∧ (p : ℤ) ∣ b
  · have hpt : ¬(p : ℤ) ∣ t := by
      intro hdiv
      rw [ht] at hdiv
      obtain ⟨r, hr, hpr⟩ := hpZ.exists_mem_finset_dvd hdiv
      obtain ⟨hr1, hr2⟩ := Finset.mem_filter.mp hr
      have hpe : p = r := (Nat.prime_dvd_prime_iff_eq pp
        (Nat.prime_of_mem_primeFactors hr1)).mp (Int.natCast_dvd_natCast.mp hpr)
      exact hr2 (hpe ▸ hdb)
    exact h p pp ⟨(hpZ.dvd_or_dvd ((dvd_sub_left hdb.2).mp hy)).resolve_left hpt, hdb.2,
      (hpZ.dvd_or_dvd ((dvd_sub_right hdb.1).mp hx)).resolve_left hpt, hdb.1⟩
  · have hpD : (p : ℤ) ∣ a * d - b * c := by
      rw [show a * d - b * c = a * (d - t * c) + c * (t * a - b) by ring]
      exact dvd_add (hx.mul_left a) (hy.mul_left c)
    have hpS : p ∈ S := Finset.mem_filter.mpr ⟨Nat.mem_primeFactors.mpr
      ⟨pp, Int.natCast_dvd.mp hpD, Int.natAbs_ne_zero.mpr hD⟩, hdb⟩
    have hpt : (p : ℤ) ∣ t := by
      rw [ht]; exact Finset.dvd_prod_of_mem (fun r : ℕ => (r : ℤ)) hpS
    exact hdb ⟨(dvd_sub_left (hpt.mul_right c)).mp hx, (dvd_sub_right (hpt.mul_right a)).mp hy⟩

/-- For a supercell matrix of nonzero determinant, some commensurate wavevector has order
`|det M|` if and only if the entries of `M` have greatest common divisor 1. -/
theorem exists_full_order_iff {M : Matrix (Fin 2) (Fin 2) ℤ} (hM : M.det ≠ 0) :
    (∃ q, Commensurate M q ∧ HasOrder q M.det.natAbs) ↔ entryGcd M = 1 := by
  constructor
  · rintro ⟨q, hc, hq⟩
    obtain ⟨k, l, h0, h1⟩ := (commensurate_iff hM q).mp hc
    have hg : ∀ i j, (entryGcd M : ℤ) ∣ M i j := fun i j =>
      Int.natCast_dvd.mpr (Finset.gcd_dvd (Finset.mem_univ (i, j)))
    exact common_factor_eq_one hM h0 h1 hq
      (dvd_sub ((hg 1 1).mul_right k) ((hg 1 0).mul_right l))
      (dvd_sub ((hg 0 0).mul_right l) ((hg 0 1).mul_right k))
      (by rw [Matrix.det_fin_two]
          exact dvd_sub ((hg 0 0).mul_right _) ((hg 0 1).mul_right _))
  · intro hg
    obtain ⟨t, hco⟩ := exists_coprime_combination
      (by rw [← Matrix.det_fin_two]; exact hM) (by
        rintro p pp ⟨ha, hb, hc, hd⟩
        have hall : ∀ i j, (p : ℤ) ∣ M i j := Fin.forall_fin_two.mpr
          ⟨Fin.forall_fin_two.mpr ⟨ha, hb⟩, Fin.forall_fin_two.mpr ⟨hc, hd⟩⟩
        have hdiv : p ∣ entryGcd M :=
          Finset.dvd_gcd fun ij _ => Int.natCast_dvd.mp (hall ij.1 ij.2)
        rw [hg] at hdiv
        exact pp.one_lt.ne' (Nat.dvd_one.mp hdiv))
    obtain ⟨x, hx⟩ : ∃ x, x = M 1 1 - t * M 1 0 := ⟨_, rfl⟩
    obtain ⟨y, hy⟩ : ∃ y, y = t * M 0 0 - M 0 1 := ⟨_, rfl⟩
    rw [← hx, ← hy] at hco
    obtain ⟨r, s, hrs⟩ := hco
    have hD : (M.det : ℚ) ≠ 0 := Int.cast_ne_zero.mpr hM
    obtain ⟨q, h0, h1⟩ : ∃ q : Fin 2 → ℚ,
        (M.det : ℚ) * q 0 = x ∧ (M.det : ℚ) * q 1 = y := by
      refine ⟨![(x : ℚ) / M.det, (y : ℚ) / M.det], ?_, ?_⟩
      · change (M.det : ℚ) * ((x : ℚ) / M.det) = x
        field_simp
      · change (M.det : ℚ) * ((y : ℚ) / M.det) = y
        field_simp
    have hs : M.det ∣ (M.det.natAbs : ℤ) := Int.dvd_natAbs.mpr dvd_rfl
    refine ⟨q, (commensurate_iff hM q).mpr ⟨1, t, ?_, ?_⟩, ⟨Int.natAbs_pos.mpr hM,
      (multiple_iff hM h0 h1 _).mpr ⟨hs.mul_right x, hs.mul_right y⟩⟩, ?_⟩
    · rw [h0, hx]; push_cast; ring
    · rw [h1, hy]; push_cast; ring
    · -- coprime numerators force det M to divide n
      rintro n ⟨hn, hint⟩
      obtain ⟨hnx, hny⟩ := (multiple_iff hM h0 h1 n).mp hint
      have e : r * (n * x) + s * (n * y) = (n : ℤ) := by linear_combination (n : ℤ) * hrs
      have hd := dvd_add (hnx.mul_left r) (hny.mul_left s)
      rw [e] at hd
      exact Nat.le_of_dvd hn (Int.dvd_natCast.mp hd)

end SingleWavevectorSupercell
```

```lean
#print axioms SingleWavevectorSupercell.exists_full_order_iff
```

```
'SingleWavevectorSupercell.exists_full_order_iff' depends on axioms: [propext, Classical.choice, Quot.sound]
```

## Wavevectors that fit into the supercell

The columns of $M$ are the supercell vectors in the primitive basis, $A_j=\sum_i M_{ij}a_i$. A code that stores them as rows uses the transpose, which has the same determinant and the same gcd. The wavevector `q : Fin 2 → ℚ` holds coordinates in the reciprocal basis with $a_i\cdot b_j=2\pi\delta_{ij}$, indices running over 0 and 1.

- `IsReciprocalVector q` says that both coordinates are integers.
- `Commensurate M q` says that $M^Tq$ is integral, so the phase $e^{iq\cdot r}$ repeats along both supercell vectors.
- `HasOrder q N` says that $N$ is the order of $q$. The word has its group-theory meaning, not that of a diffraction order.
- `entryGcd M` is the gcd of the four entries.

The theorem `exists_full_order_iff` assumes `M.det ≠ 0`, meaning that the supercell vectors are linearly independent. It states that a commensurate $q$ of order $|\det M|$ exists if and only if `entryGcd M = 1`.

One step links this arithmetic to real cells and is not part of the theorem: the lattice translations that leave the phase of $q$ unchanged form a lattice whose cell contains $N$ primitive cells, where $N$ is the order of $q$.

## A common factor shortens the order

Write
$$M=\begin{pmatrix}a&b\\c&d\end{pmatrix},\qquad D=ad-bc\neq0 .$$
Commensurability means $aq_0+cq_1=k$ and $bq_0+dq_1=l$ with integers $k,l$. Eliminating one unknown at a time gives
$$Dq_0=x=dk-cl,\qquad Dq_1=y=al-bk .$$
This is `commensurate_iff`; its `linear_combination` calls carry out the elimination and its reverse. Since $q=(x,y)/D$, the multiple $nq$ is integral exactly when $D$ divides $nx$ and $ny$, which is `multiple_iff`.

Suppose $q$ has order $|D|$, and let $g$ be the gcd of the entries. Then $g$ divides $x$, $y$ and $D$. With $D=ge$,
$$|e|\,q=\pm(x/g,\;y/g)$$
is already integral, so $g|e|=|D|\le|e|$ and $g=1$. The lemma `common_factor_eq_one` contains this argument.

## Choosing a wavevector of full order

Now let the entries have gcd 1. Take $k=1$ and $l=t$, so that $x=d-tc$ and $y=ta-b$. Let $t$ be the product of the primes that divide $D$ but do not divide both $b$ and $d$.

Suppose a prime $p$ divided both $x$ and $y$. It would divide $ax+cy=D$. The `by_cases` step in `exists_coprime_combination` separates two possibilities:

- If $p$ divides $b$ and $d$, it divides $ta$ and $tc$ but not $t$. It therefore divides $a$ and $c$, and so all four entries, a contradiction.
- Otherwise $p$ is a factor of $t$, so $p$ divides $d=x+tc$ and $b=ta-y$, again a contradiction.

Hence $x$ and $y$ are coprime, and $rx+sy=1$ for some integers $r,s$. If $nq$ is integral with $n>0$, then $D$ divides $r(nx)+s(ny)=n$, so $n\ge|D|$. Since $|D|q$ is integral, the order is $|D|$. The main theorem assembles these steps.

## Frozen phonons in 2×3 and 2×2 cells

For $M=\mathrm{diag}(2,3)$ the construction gives $t=2$ and $q=(3,4)/6=(1/2,2/3)$, of order 6. A frozen-phonon calculation at this single wavevector of a two-dimensional crystal needs all six primitive cells.

For $M=\mathrm{diag}(2,2)$ the gcd is 2, and no commensurate wavevector has order 4. The phonon at $(1/2,1/2)$ fits into the two-cell supercell with columns $(1,1)$ and $(0,2)$. A pattern that combines several wavevectors may still need all four cells.

In the smallest case, $|\det M|=1$, the supercell is a primitive cell, the gcd is necessarily 1, and $q=0$ has the required order 1.
